# Electron at zero momentum and ω ≤ 0 in a plasmon-pole gas of density n: in atomic units, the Coulomb hole beyond a large cutoff K approaches −8n/(3K³)

**Q.** A GW calculation stops its momentum sum at some cutoff $K$ and loses the rest of the Coulomb hole. To say how much is lost, you replace the whole dielectric response by one plasmon pole. What exactly is the model?

**A.** A homogeneous electron gas of density $n$, in atomic units, with an electron at zero momentum and energy $\omega\le0$ measured from the bottom of the free-electron band. A momentum transfer $q$ leads to a virtual intermediate state, in which the electron has energy $q^2/2$ and there is a plasmon of energy

$$\Omega(q)=\sqrt{4\pi n+aq^2+q^4/4}.$$

Here $4\pi n$ is the squared plasma frequency, and the postulated constant $a\ge 0$ stands for the stiffness of the gas against compression. The quartic term makes the ratio of $\Omega$ to the free-particle energy $q^2/2$ tend to 1 at large $q$. The Coulomb-hole term sums over all intermediate states, including those already occupied in the gas; the occupation is accounted for by the separate screened-exchange term, which is not treated here. The Coulomb hole is then

$$\int\!\frac{d^3q}{(2\pi)^3}\,\frac{4\pi}{q^2}\,\frac{4\pi n}{2\Omega}\,\frac{1}{\omega-q^2/2-\Omega}
=-\frac1\pi\int_0^\infty f(q)\,dq,\qquad f=\frac{4\pi n}{\Omega\,(\Omega+q^2/2-\omega)}.$$

The angular integral gives $4\pi$, and the factor $q^2$ from the volume element cancels the Coulomb $1/q^2$. Write $\Sigma(K)$ for the part with $0<q\le K$ and $R(K)$ for the part with $q>K$, each with the prefactor $-1/\pi$.

**Q.** At large $q$ I would put $\Omega\approx q^2/2$, get $f\approx 8\pi n/q^4$ and integrate. Why do more?

**A.** That gives the right coefficient, but the approximation has to be controlled over the whole tail. Two bounds do this.

Since $\Omega^2\ge q^4/4$, we have $\Omega\ge q^2/2$. With $\omega\le0$ the second factor of the denominator is at least $q^2$. Hence $0\le f\le 8\pi n/q^4$ for $q>0$.

For the other side, let $c=a+4\pi n$. If $q\ge1$, then

$$\left(\tfrac{q^2}{2}+c\right)^2=\tfrac{q^4}{4}+aq^2+4\pi n\,q^2+c^2\ \ge\ \Omega^2,$$

so $\Omega\le q^2/2+c$. Now put $d=2c-\omega$ and take $q\ge K\ge1$, so that $d\le d\,q^2/K^2$. Then

$$\Omega\le\tfrac{q^2}{2}\left(1+\tfrac{d}{K^2}\right),\qquad
\Omega+\tfrac{q^2}{2}-\omega\le q^2+c-\omega\le q^2\left(1+\tfrac{d}{K^2}\right),$$

and therefore $f\ge (8\pi n/q^4)/(1+d/K^2)^2$.

The integral converges because $f$ is continuous at small $q$, where $\Omega\ge\sqrt{4\pi n}>0$, and falls at least as fast as $q^{-4}$ at large $q$. Using $\int_K^\infty q^{-4}dq=1/(3K^3)$ and multiplying by $-K^3/\pi$, which reverses the inequalities, gives

$$-\frac{8n}{3}\ \le\ K^3R(K)\ \le\ -\frac{8n}{3}\,\frac{1}{(1+d/K^2)^2}\qquad(K\ge1).$$

Both ends tend to $-8n/3$, so $K^3R(K)$ does too. Neither $a$ nor $\omega$ survives in the limit.

**Q.** Show me that the Lean definitions are these quantities.

**A.** `plasmon` is $\Omega$, and `integrand` is $f$; the prefactor $-1/\pi$ enters in the definitions after these.

```lean
import Mathlib

open MeasureTheory Filter Set
open scoped Real Topology

namespace CoulombHoleCutoff

noncomputable section

/-- Plasmon-pole energy `Ω(q) = √(4πn + a q² + q⁴/4)` at density `n` and dispersion
coefficient `a`, in atomic units. -/
def plasmon (n a q : ℝ) : ℝ := √(4 * π * n + a * q ^ 2 + q ^ 4 / 4)

/-- Contribution of momentum transfer `q` to the Coulomb hole at energy `ω`, up to the factor
`-1/π`; used for `n > 0`, `a ≥ 0`, `ω ≤ 0`, where the denominator is positive. -/
def integrand (n a ω q : ℝ) : ℝ :=
  4 * π * n / (plasmon n a q * (plasmon n a q + q ^ 2 / 2 - ω))
```

The two parts of the self-energy come next. `Ioc 0 K` is the interval $(0,K]$ and `Ioi K` is $(K,\infty)$. `truncated` is $\Sigma(K)$ and `missing` is $R(K)$; despite its name, `missing n a ω 0` is the complete Coulomb hole.

```lean
/-- Coulomb-hole self-energy from momentum transfers `0 < q ≤ K`. -/
def truncated (n a ω K : ℝ) : ℝ := -(1 / π) * ∫ q in Ioc 0 K, integrand n a ω q

/-- Coulomb-hole self-energy from momentum transfers `q > K`, which a cutoff `K` leaves out. -/
def missing (n a ω K : ℝ) : ℝ := -(1 / π) * ∫ q in Ioi K, integrand n a ω q
```

`shift` is $d$. It adds $a$ to $4\pi n$, which makes sense only as numbers in atomic units, just like the condition $K\ge1$.

```lean
/-- The quantity `2(a + 4πn) - ω`, a number in atomic units, used to bound the finite-cutoff
correction. -/
def shift (n a ω : ℝ) : ℝ := 2 * (a + 4 * π * n) - ω
```

**Q.** So Lean starts from the radial integral. What separates that from a real calculation?

**A.** The angular reduction is built into the definitions. So are the single plasmon pole and the zero momentum of the electron. A real calculation may use a full frequency-dependent response, and a crystal has its own bands and local fields; no theorem here covers these. The condition $\omega\le0$ is also a restriction: positivity of the denominator needs only $\omega<\sqrt{4\pi n}$, but $\omega\le0$ gives the simple bound by $q^2$.

**Q.** Now the proof. Where are the bounds on $\Omega$?

**A.** In these two lemmas. The first compares squares under the root. The second expands $(q^2/2+c)^2$ and uses $4\pi n(q^2-1)\ge0$, which is where $q\ge1$ enters.

```lean
/-- For `n > 0` and `a ≥ 0` the plasmon energy is positive and at least the free-electron
energy `q²/2`. -/
theorem plasmon_ge {n a : ℝ} (hn : 0 < n) (ha : 0 ≤ a) (q : ℝ) :
    0 < plasmon n a q ∧ q ^ 2 / 2 ≤ plasmon n a q := by
  refine ⟨Real.sqrt_pos.2 (by positivity), (le_abs_self _).trans (Real.abs_le_sqrt ?_)⟩
  have h : 0 ≤ 4 * π * n + a * q ^ 2 := by positivity
  nlinarith [h]

/-- For `n > 0`, `a ≥ 0` and `q ≥ 1` the plasmon energy exceeds `q²/2` by at most
`a + 4πn`. -/
theorem plasmon_le {n a q : ℝ} (hn : 0 < n) (ha : 0 ≤ a) (hq : 1 ≤ q) :
    plasmon n a q ≤ q ^ 2 / 2 + (a + 4 * π * n) := by
  have hp : 0 < 4 * π * n := by positivity
  have hq2 : 1 ≤ q ^ 2 := one_le_pow₀ hq
  refine Real.sqrt_le_iff.2 ⟨by positivity, ?_⟩
  have h1 : 0 ≤ 4 * π * n * (q ^ 2 - 1) := mul_nonneg hp.le (by linarith)
  have h2 := sq_nonneg (a + 4 * π * n)
  linarith [show (q ^ 2 / 2 + (a + 4 * π * n)) ^ 2 = q ^ 4 / 4 + a * q ^ 2
    + 4 * π * n * (q ^ 2 - 1) + 4 * π * n + (a + 4 * π * n) ^ 2 by ring]
```

The bounds on $f$ follow by multiplying the estimates for the two factors of the denominator. In `integrand_ge`, the letter `t` stands for $d/K^2$, and `f1` and `f2` are the two displayed inequalities with the factor $1+d/K^2$.

```lean
/-- For `n > 0`, `a ≥ 0`, `ω ≤ 0` and `q > 0` the integrand lies between zero and
`8πn/q⁴`. -/
theorem integrand_le {n a ω q : ℝ} (hn : 0 < n) (ha : 0 ≤ a) (hω : ω ≤ 0) (hq : 0 < q) :
    0 ≤ integrand n a ω q ∧ integrand n a ω q ≤ 8 * π * n / q ^ 4 := by
  obtain ⟨h0, h1⟩ := plasmon_ge hn ha q
  have h2 : q ^ 2 ≤ plasmon n a q + q ^ 2 / 2 - ω := by linarith
  have key : q ^ 4 / 2 ≤ plasmon n a q * (plasmon n a q + q ^ 2 / 2 - ω) := by
    calc q ^ 4 / 2 = q ^ 2 / 2 * q ^ 2 := by ring
      _ ≤ _ := mul_le_mul h1 h2 (by positivity) h0.le
  constructor
  · exact div_nonneg (by positivity) (le_trans (by positivity) key)
  · calc integrand n a ω q ≤ 4 * π * n / (q ^ 4 / 2) :=
          div_le_div_of_nonneg_left (by positivity) (by positivity) key
      _ = 8 * π * n / q ^ 4 := by rw [div_div_eq_mul_div]; ring

/-- For `n > 0`, `a ≥ 0`, `ω ≤ 0` and `q ≥ K ≥ 1` the integrand is at least `8πn/q⁴` divided
by `(1 + shift/K²)²`. -/
theorem integrand_ge {n a ω K q : ℝ} (hn : 0 < n) (ha : 0 ≤ a) (hω : ω ≤ 0)
    (hK : 1 ≤ K) (hq : K ≤ q) :
    8 * π * n / (1 + shift n a ω / K ^ 2) ^ 2 / q ^ 4 ≤ integrand n a ω q := by
  have hK0 : 0 < K := by linarith
  have hq0 : 0 < q := by linarith
  obtain ⟨h0, h1⟩ := plasmon_ge hn ha q
  have hu := plasmon_le hn ha (hK.trans hq)
  have hc : 0 < a + 4 * π * n := by positivity
  have hd : 0 ≤ shift n a ω := by unfold shift; linarith
  have ht : shift n a ω ≤ shift n a ω / K ^ 2 * q ^ 2 := by
    rw [div_mul_eq_mul_div, le_div_iff₀ (by positivity)]
    exact mul_le_mul_of_nonneg_left (pow_le_pow_left₀ hK0.le hq 2) hd
  have ht0 : 0 ≤ shift n a ω / K ^ 2 := by positivity
  have hs : shift n a ω = 2 * (a + 4 * π * n) - ω := rfl
  generalize shift n a ω / K ^ 2 = t at ht ht0 ⊢
  -- each factor of the denominator is at most its free-electron value times `1 + t`
  have f1 : plasmon n a q ≤ q ^ 2 / 2 * (1 + t) := by linarith
  have f2 : plasmon n a q + q ^ 2 / 2 - ω ≤ q ^ 2 * (1 + t) := by linarith
  have f3 : 0 < plasmon n a q + q ^ 2 / 2 - ω := by linarith [sq_nonneg q]
  calc 8 * π * n / (1 + t) ^ 2 / q ^ 4
      = 4 * π * n / (q ^ 2 / 2 * (1 + t) * (q ^ 2 * (1 + t))) := by
        have : 1 + t ≠ 0 := by positivity
        field_simp
        norm_num
    _ ≤ integrand n a ω q :=
        div_le_div_of_nonneg_left (by positivity) (mul_pos h0 f3)
          (mul_le_mul f1 f2 f3.le (by positivity))
```

**Q.** And convergence? I would not want a limit of integrals that might diverge.

**A.** Lean assigns the value 0 to a divergent integral, so convergence is proved separately. `tail_integral` evaluates the power-law tail. `integrand_integrable` then uses continuity on $(0,1]$ and domination by $8\pi n/q^4$ on $(1,\infty)$, joins the two intervals, and restricts to $(K,\infty)$ for any $K\ge0$.

```lean
/-- For `K > 0` the tail of `C/q⁴` beyond `K` is integrable, with integral `C/(3K³)`. -/
theorem tail_integral (C : ℝ) {K : ℝ} (hK : 0 < K) :
    IntegrableOn (fun q : ℝ => C / q ^ 4) (Ioi K) ∧
      ∫ q in Ioi K, C / q ^ 4 = C / (3 * K ^ 3) := by
  have e : EqOn (fun q : ℝ => C * q ^ (-4 : ℝ)) (fun q => C / q ^ 4) (Ioi K) := by
    intro q hq
    have hq0 : 0 < q := hK.trans hq
    have h : q ^ (-4 : ℝ) = (q ^ 4)⁻¹ := by
      rw [Real.rpow_neg hq0.le]; norm_cast
    simp only [h, div_eq_mul_inv]
  constructor
  · have h : IntegrableOn (fun q : ℝ => C * q ^ (-4 : ℝ)) (Ioi K) :=
      Integrable.const_mul (integrableOn_Ioi_rpow_of_lt (by norm_num) hK) C
    exact h.congr_fun e measurableSet_Ioi
  · have h : K ^ (-4 + 1 : ℝ) = (K ^ 3)⁻¹ := by
      rw [show (-4 + 1 : ℝ) = -3 by norm_num, Real.rpow_neg hK.le]; norm_cast
    calc ∫ q in Ioi K, C / q ^ 4 = ∫ q in Ioi K, C * q ^ (-4 : ℝ) :=
          (setIntegral_congr_fun measurableSet_Ioi e).symm
      _ = C / (3 * K ^ 3) := by
          rw [integral_const_mul, integral_Ioi_rpow_of_lt (by norm_num) hK, h]
          ring

/-- For `n > 0`, `a ≥ 0`, `ω ≤ 0` the Coulomb-hole integral over `q > K` converges for every
cutoff `K ≥ 0`. -/
theorem integrand_integrable {n a ω K : ℝ} (hn : 0 < n) (ha : 0 ≤ a) (hω : ω ≤ 0)
    (hK : 0 ≤ K) : IntegrableOn (integrand n a ω) (Ioi K) := by
  have hp : Continuous (plasmon n a) := by unfold plasmon; fun_prop
  have hc : Continuous (integrand n a ω) := by
    refine Continuous.div continuous_const
      (hp.mul ((hp.add (by fun_prop)).sub continuous_const)) fun q => ?_
    have h0 := (plasmon_ge hn ha q).1
    exact (mul_pos h0 (by linarith [sq_nonneg q])).ne'
  -- large momenta are controlled by the `q⁻⁴` bound, small ones by continuity
  have h1 : IntegrableOn (integrand n a ω) (Ioi 1) := by
    refine Integrable.mono' (tail_integral (8 * π * n) one_pos).1 hc.aestronglyMeasurable
      ((ae_restrict_iff' measurableSet_Ioi).2 (ae_of_all _ fun q hq => ?_))
    have h := integrand_le hn ha hω (one_pos.trans hq)
    rw [Real.norm_of_nonneg h.1]
    exact h.2
  have h2 : IntegrableOn (integrand n a ω) (Ioc 0 1 ∪ Ioi 1) :=
    hc.integrableOn_Ioc.union h1
  rw [Ioc_union_Ioi_eq_Ioi zero_le_one] at h2
  exact h2.mono_set (Ioi_subset_Ioi hK)
```

Integrating the pointwise bounds gives the enclosure of $K^3R(K)$ at every finite $K\ge1$. In the proof, `hU` and `hL` are the integrated upper and lower bounds on $f$; `neg_le_neg` reverses them when the minus sign is restored.

```lean
/-- For `n > 0`, `a ≥ 0`, `ω ≤ 0` and any cutoff `K ≥ 1`, the scaled missing self-energy lies
between `-8n/3` and `-8n/3` divided by `(1 + shift/K²)²`. -/
theorem missing_bounds {n a ω K : ℝ} (hn : 0 < n) (ha : 0 ≤ a) (hω : ω ≤ 0) (hK : 1 ≤ K) :
    -(8 * n / 3) ≤ K ^ 3 * missing n a ω K ∧
      K ^ 3 * missing n a ω K ≤ -(8 * n / 3) / (1 + shift n a ω / K ^ 2) ^ 2 := by
  have hK0 : 0 < K := by linarith
  have hi := integrand_integrable hn ha hω hK0.le
  have hU := setIntegral_mono_on hi (tail_integral (8 * π * n) hK0).1 measurableSet_Ioi
    fun q hq => (integrand_le hn ha hω (hK0.trans hq)).2
  have hL := setIntegral_mono_on
    (tail_integral (8 * π * n / (1 + shift n a ω / K ^ 2) ^ 2) hK0).1 hi measurableSet_Ioi
    fun q hq => integrand_ge hn ha hω hK (le_of_lt hq)
  rw [(tail_integral _ hK0).2] at hU hL
  have hs (C : ℝ) : K ^ 3 * (C / (3 * K ^ 3)) = C / 3 := by field_simp
  have hU' := mul_le_mul_of_nonneg_left hU (pow_pos hK0 3).le
  have hL' := mul_le_mul_of_nonneg_left hL (pow_pos hK0 3).le
  rw [hs] at hU' hL'
  have hm : K ^ 3 * missing n a ω K = -((K ^ 3 * ∫ q in Ioi K, integrand n a ω q) / π) := by
    unfold missing; ring
  rw [hm]
  constructor
  · apply neg_le_neg
    rw [div_le_iff₀ Real.pi_pos]
    linarith
  · rw [neg_div]
    apply neg_le_neg
    rw [le_div_iff₀ Real.pi_pos]
    refine le_trans (le_of_eq ?_) hL'
    ring
```

**Q.** Then read me the main theorem in words.

**A.** For $n>0$, $a\ge0$ and $\omega\le0$, $f$ is integrable over $(K,\infty)$ for every real $K\ge0$, and $K^3R(K)$ tends to $-8n/3$ as $K\to\infty$. `Tendsto … atTop (𝓝 …)` is that limit. The proof shows that $d/K^2\to0$, so the upper end of the enclosure tends to $-8n/3$, and squeezes.

```lean
/-- For `n > 0`, `a ≥ 0`, `ω ≤ 0` the Coulomb-hole integral beyond every cutoff `K ≥ 0`
converges, and the missing self-energy `R(K)` obeys `K³ R(K) → -8n/3` as `K → ∞`. -/
theorem missing_asymptotics {n a ω : ℝ} (hn : 0 < n) (ha : 0 ≤ a) (hω : ω ≤ 0) :
    (∀ K, 0 ≤ K → IntegrableOn (integrand n a ω) (Ioi K)) ∧
      Tendsto (fun K => K ^ 3 * missing n a ω K) atTop (𝓝 (-(8 * n / 3))) := by
  refine ⟨fun K hK => integrand_integrable hn ha hω hK, ?_⟩
  have h1 : Tendsto (fun K : ℝ => shift n a ω / K ^ 2) atTop (𝓝 0) :=
    tendsto_const_nhds.div_atTop (tendsto_pow_atTop two_ne_zero)
  have h2 : Tendsto (fun K : ℝ => -(8 * n / 3) / (1 + shift n a ω / K ^ 2) ^ 2) atTop
      (𝓝 (-(8 * n / 3) / (1 + 0) ^ 2)) :=
    Tendsto.div tendsto_const_nhds ((h1.const_add 1).pow 2) (by norm_num)
  rw [show -(8 * n / 3) / (1 + 0) ^ 2 = -(8 * n / 3) by ring] at h2
  -- squeeze between the two finite-cutoff bounds
  refine tendsto_of_tendsto_of_tendsto_of_le_of_le' tendsto_const_nhds h2 ?_ ?_
  · filter_upwards [eventually_ge_atTop 1] with K hK using (missing_bounds hn ha hω hK).1
  · filter_upwards [eventually_ge_atTop 1] with K hK using (missing_bounds hn ha hω hK).2
```

**Q.** What does this say about converging a GW calculation?

**A.** In this homogeneous gas, the number of plane-wave states with momentum below $K$ grows as $K^3$, so the missing Coulomb hole falls only as the inverse of the number of states. Knowing the power also allows extrapolation. Since $\Sigma(K)=R(0)-R(K)$,

$$\frac{8\Sigma(2K)-\Sigma(K)}{7}-R(0)=\frac{R(K)-8R(2K)}{7}.$$

Multiplied by $K^3$, the right side is $[K^3R(K)-(2K)^3R(2K)]/7$. Both terms in the bracket have the same limit, so the error vanishes faster than $K^{-3}$. In Lean, `split` is the additivity of the integral over $(0,K]$ and $(K,\infty)$, `h2` is the main limit taken along $2K$, and `h3` is the difference of the two limits.

```lean
/-- For `n > 0`, `a ≥ 0`, `ω ≤ 0`, combining the self-energies at cutoffs `K` and `2K` as
`(8Σ(2K) - Σ(K))/7` gives the complete Coulomb hole with an error that vanishes faster than
`K⁻³` as `K → ∞`. -/
theorem two_cutoff_extrapolation {n a ω : ℝ} (hn : 0 < n) (ha : 0 ≤ a) (hω : ω ≤ 0) :
    Tendsto (fun K => K ^ 3 * ((8 * truncated n a ω (2 * K) - truncated n a ω K) / 7
      - missing n a ω 0)) atTop (𝓝 0) := by
  -- kept and missing parts add up to the complete self-energy
  have split (K : ℝ) (hK : 0 ≤ K) :
      truncated n a ω K = missing n a ω 0 - missing n a ω K := by
    have hd : Disjoint (Ioc 0 K) (Ioi K) :=
      Set.disjoint_left.2 fun x hx hx' => not_lt_of_ge hx.2 hx'
    have h := setIntegral_union hd measurableSet_Ioi
      ((integrand_integrable hn ha hω le_rfl).mono_set Ioc_subset_Ioi_self)
      (integrand_integrable hn ha hω hK)
    rw [Ioc_union_Ioi_eq_Ioi hK] at h
    unfold truncated missing
    rw [h]
    ring
  have h := (missing_asymptotics hn ha hω).2
  have h2 : Tendsto (fun K => (2 * K) ^ 3 * missing n a ω (2 * K)) atTop
      (𝓝 (-(8 * n / 3))) :=
    h.comp (tendsto_id.const_mul_atTop two_pos)
  have h3 := (h.sub h2).div_const 7
  rw [sub_self, zero_div] at h3
  refine h3.congr' ?_
  filter_upwards [eventually_ge_atTop 0] with K hK
  rw [split K hK, split (2 * K) (by linarith)]
  ring

end

end CoulombHoleCutoff
```

```lean
#print axioms CoulombHoleCutoff.two_cutoff_extrapolation
```

```
'CoulombHoleCutoff.two_cutoff_extrapolation' depends on axioms: [propext, Classical.choice, Quot.sound]
```

**Q.** "Faster than $K^{-3}$" is vague. Does the same argument give a rate?

**A.** It does, with one more line of algebra that I have not formalised. Since $1-(1+x)^{-2}\le2x$ for $x\ge0$, the enclosure places both $K^3R(K)$ and $(2K)^3R(2K)$ between $-8n/3$ and $-8n/3+16nd/(3K^2)$ when $K\ge1$. Their difference is at most the width of that interval, so

$$\left|\frac{8\Sigma(2K)-\Sigma(K)}{7}-R(0)\right|\le\frac{16\,n\,d}{21\,K^5}.$$

Within this model, the extrapolated error therefore falls at least as fast as $K^{-5}$. This bound, unlike the limit, depends on $a$ and $\omega$, through $d$.
